# A site coupled to N degenerate bath levels has the characteristic polynomial of the site with one effective level and N−1 decoupled ones

To say that a degenerate bath acts as a single level, one must choose what is compared. Here it is the characteristic polynomial, which records the energies with their multiplicities and needs no choice of eigenvectors.

## A site and its bath

A site of real energy $a$ is coupled by complex amplitudes $v_1,\dots,v_N$, with $N\ge 1$, to bath sites of common real energy $d$ that are not coupled to each other. With $v$ as a row and $I$ the $N\times N$ identity,

$$H=\begin{pmatrix} a & v\\ v^\dagger & d\,I\end{pmatrix},\qquad G=\sum_k |v_k|^2 .$$

In this non-interacting impurity model with a finite bath at one energy, the bath sites affect the spectrum only through their number, $d$ and $G$.

## The polynomial and its Lean form

The main result is

$$\det(x-H)=(x-d)^{N-1}\bigl((x-a)(x-d)-G\bigr).$$

In `starHamiltonian_charpoly`, the bath sites are labelled by a finite type `n`, `Unit ⊕ n` adds the one impurity site, and `Fintype.card n` is $N$. The energies are real by type and are cast to complex numbers in the matrix. `totalCoupling v` is $G$, `X` is the variable $x$, and `C` turns a number into a constant polynomial. The site-bath entry is $v_k$ and the bath-site entry its conjugate, so Hermiticity is proved, not assumed.

The theorems concern characteristic polynomials; they say nothing about eigenvectors, interactions or infinite baths.

## Eliminating the bath column

Let $p,t$ be scalars, $b$ a row and $c$ a column of length $N$. Then

$$\begin{pmatrix}p&b\\c&tI\end{pmatrix}\begin{pmatrix}t&0\\-c&I\end{pmatrix}=\begin{pmatrix}pt-\sum_k b_kc_k&b\\0&tI\end{pmatrix}.$$

The second factor has determinant $t$. Taking determinants gives

$$\det\begin{pmatrix}p&b\\c&tI\end{pmatrix}\,t=\Bigl(pt-\sum_k b_kc_k\Bigr)t^N .$$

For $x-H$, put $p=x-a$, $t=x-d$, $b_k=-v_k$ and $c_k=-\overline{v_k}$, so that $\sum_k b_kc_k=G$:

$$\det(x-H)\,(x-d)=\bigl((x-a)(x-d)-G\bigr)(x-d)^N .$$

Since $x-d$ is a nonzero polynomial and $N\ge1$, one factor cancels, which gives the result.

## One effective level, two hybrid energies

For a single bath level with coupling $\sqrt G$, the same formula gives $(x-a)(x-d)-G$. The full polynomial is this one times $(x-d)^{N-1}$.

Set
$$E_\pm=\frac{a+d}{2}\pm\sqrt{\Bigl(\frac{a-d}{2}\Bigr)^2+G}.$$
Then $E_++E_-=a+d$, and
$$E_+E_-=\Bigl(\frac{a+d}{2}\Bigr)^2-\Bigl(\frac{a-d}{2}\Bigr)^2-G=ad-G,$$
so the quadratic factor is $(x-E_+)(x-E_-)$.

If two sets of couplings to the same bath give equal polynomials at fixed $a,d$, cancelling $(x-d)^{N-1}$ and comparing constant terms shows that their values of $G$ agree. The converse is immediate from the formula.

## Unequal bath energies

The common energy matters. Take $a=0$, two bath sites at energies $1$ and $-1$, and both couplings equal to $1$. Then

$$\det(x-H)=x(x^2-1)-(x+1)-(x-1)=x^3-3x,$$

with roots $0,\pm\sqrt3$. Neither bath energy survives as a level.

## Rotating the bath basis

The same Hamiltonian can also be written in another bath basis; let $|k\rangle$ be the basis vector of bath site $k$. For $G>0$, the site couples only to the normalised combination $G^{-1/2}\sum_k\overline{v_k}\,|k\rangle$, with strength $\sqrt G$. The statement would then be a unitary equivalence: it would identify the decoupled states, at the price of constructing a basis and treating $G=0$ separately.

## The complete file

```lean
import Mathlib

open Polynomial Matrix

namespace DegenerateBathLevels

noncomputable section

variable {n : Type*} [Fintype n] [DecidableEq n]

/-- The arrow matrix with corner entry `p`, first row `b`, first column `c`, and
`t` times the identity as its remaining diagonal block. -/
def arrowMatrix {R : Type*} [CommRing R] (p t : R) (b c : n → R) :
    Matrix (Unit ⊕ n) (Unit ⊕ n) R :=
  Matrix.fromBlocks (Matrix.of fun _ _ => p) (Matrix.of fun _ k => b k)
    (Matrix.of fun k _ => c k) (t • (1 : Matrix n n R))

/-- The Hamiltonian of one site of energy `a` coupled by complex amplitudes `v k` to
mutually uncoupled bath sites of common energy `d`. -/
def starHamiltonian (a d : ℝ) (v : n → ℂ) : Matrix (Unit ⊕ n) (Unit ⊕ n) ℂ :=
  arrowMatrix (a : ℂ) (d : ℂ) v (fun k => star (v k))

/-- The total coupling strength, the sum of `|v k|²` over the bath. -/
def totalCoupling (v : n → ℂ) : ℝ := ∑ k, ‖v k‖ ^ 2

/-- The number `(a + d)/2 + s √(((a - d)/2)² + ∑ |v k|²)`, for real `s`. -/
def hybridLevel (a d : ℝ) (v : n → ℂ) (s : ℝ) : ℝ :=
  (a + d) / 2 + s * √(((a - d) / 2) ^ 2 + totalCoupling v)

omit [DecidableEq n] in
/-- The total coupling strength is nonnegative. -/
theorem totalCoupling_nonneg (v : n → ℂ) : 0 ≤ totalCoupling v :=
  Finset.sum_nonneg fun k _ => sq_nonneg ‖v k‖

omit [Fintype n] in
/-- The Hamiltonian of the site and its degenerate bath is Hermitian. -/
theorem starHamiltonian_isHermitian (a d : ℝ) (v : n → ℂ) :
    (starHamiltonian a d v).IsHermitian := by
  unfold starHamiltonian arrowMatrix
  refine Matrix.IsHermitian.fromBlocks ?_ ?_ ?_
  · ext i j
    simp
  · ext i j
    simp
  · simp [Matrix.IsHermitian, Matrix.conjTranspose_smul]

/-- The determinant of an arrow matrix, multiplied by `t`, is `(p t - ∑ b k c k) t^N`, where `N` is
the number of elements of `n`. -/
theorem det_arrowMatrix_mul {R : Type*} [CommRing R] (p t : R) (b c : n → R) :
    (arrowMatrix p t b c).det * t =
      (p * t - ∑ k, b k * c k) * t ^ Fintype.card n := by
  -- a block triangular factor of determinant `t` clears the first column
  have h : arrowMatrix p t b c *
      Matrix.fromBlocks (Matrix.of fun (_ _ : Unit) => t) 0
        (Matrix.of fun k (_ : Unit) => -c k) (1 : Matrix n n R) =
      Matrix.fromBlocks (Matrix.of fun (_ _ : Unit) => p * t - ∑ k, b k * c k)
        (Matrix.of fun (_ : Unit) k => b k) 0 (t • (1 : Matrix n n R)) := by
    rw [arrowMatrix, Matrix.fromBlocks_multiply, Matrix.fromBlocks_inj]
    refine ⟨?_, ?_, ?_, ?_⟩
    · refine Matrix.ext fun i j => ?_
      simp [Matrix.mul_apply, sub_eq_add_neg]
    · simp
    · rw [Matrix.smul_mul, Matrix.one_mul]
      refine Matrix.ext fun i j => ?_
      simp [Matrix.mul_apply, mul_comm]
    · simp
  have hd := congrArg Matrix.det h
  rw [Matrix.det_mul, Matrix.det_fromBlocks_zero₁₂, Matrix.det_fromBlocks_zero₂₁] at hd
  simp only [Matrix.det_unique, Matrix.of_apply, Matrix.det_one, mul_one,
    Matrix.det_smul] at hd
  exact hd

/-- For a non-empty bath of `N` sites of energy `d`, the characteristic polynomial of the
Hamiltonian is `(X - d)^(N-1) ((X - a)(X - d) - ∑ |v k|²)`. -/
theorem starHamiltonian_charpoly [Nonempty n] (a d : ℝ) (v : n → ℂ) :
    (starHamiltonian a d v).charpoly =
      (X - C (d : ℂ)) ^ (Fintype.card n - 1) *
        ((X - C (a : ℂ)) * (X - C (d : ℂ)) - C (totalCoupling v : ℂ)) := by
  -- the characteristic matrix is again an arrow matrix
  have hM : (starHamiltonian a d v).charmatrix =
      arrowMatrix (X - C (a : ℂ)) (X - C (d : ℂ))
        (fun k => -C (v k)) (fun k => -C (star (v k))) := by
    refine Matrix.ext fun i j => ?_
    rcases i with i | i <;> rcases j with j | j
    · simp [starHamiltonian, arrowMatrix]
    · simp [starHamiltonian, arrowMatrix]
    · simp [starHamiltonian, arrowMatrix]
    · by_cases h : i = j
      · subst h
        simp [starHamiltonian, arrowMatrix]
      · simp [starHamiltonian, arrowMatrix, h]
  have hs : ∑ k, (-C (v k)) * (-C (star (v k))) = C (totalCoupling v : ℂ) := by
    rw [totalCoupling, Complex.ofReal_sum, map_sum]
    refine Finset.sum_congr rfl fun k _ => ?_
    rw [neg_mul_neg, ← C_mul]
    refine congrArg C ?_
    rw [← Complex.normSq_eq_norm_sq]
    exact Complex.mul_conj (v k)
  obtain ⟨m, hm⟩ : ∃ m, Fintype.card n = m + 1 :=
    Nat.exists_eq_succ_of_ne_zero Fintype.card_ne_zero
  -- cancel the nonzero polynomial `X - d`
  apply mul_right_cancel₀ (X_sub_C_ne_zero (d : ℂ))
  rw [Matrix.charpoly, hM, det_arrowMatrix_mul, hs, hm, Nat.add_sub_cancel, pow_succ]
  ring

/-- The characteristic polynomial is that of the site with a single bath level coupled by
`√(∑ |v k|²)`, times one factor `X - d` for each of the other `N - 1` bath levels. -/
theorem charpoly_eq_effective_level [Nonempty n] (a d : ℝ) (v : n → ℂ) :
    (starHamiltonian a d v).charpoly =
      (X - C (d : ℂ)) ^ (Fintype.card n - 1) *
        (starHamiltonian a d
          (fun _ : Unit => ((√(totalCoupling v) : ℝ) : ℂ))).charpoly := by
  have h : totalCoupling (fun _ : Unit => ((√(totalCoupling v) : ℝ) : ℂ)) =
      totalCoupling v := by
    change ∑ _k : Unit, ‖((√(totalCoupling v) : ℝ) : ℂ)‖ ^ 2 = _
    rw [Fintype.sum_unique, Complex.norm_real, Real.norm_eq_abs, sq_abs,
      Real.sq_sqrt (totalCoupling_nonneg v)]
  rw [starHamiltonian_charpoly a d v,
    starHamiltonian_charpoly a d (fun _ : Unit => ((√(totalCoupling v) : ℝ) : ℂ)),
    h, Fintype.card_unit, Nat.sub_self 1, pow_zero, one_mul]

/-- The characteristic polynomial splits into `N - 1` factors at the bath energy and one
factor at each of the two energies `(a + d)/2 ± √(((a - d)/2)² + ∑ |v k|²)`. -/
theorem charpoly_eq_hybridLevels [Nonempty n] (a d : ℝ) (v : n → ℂ) :
    (starHamiltonian a d v).charpoly =
      (X - C (d : ℂ)) ^ (Fintype.card n - 1) *
        ((X - C (hybridLevel a d v 1 : ℂ)) * (X - C (hybridLevel a d v (-1) : ℂ))) := by
  -- sum and product of the two hybrid energies
  have hsum : hybridLevel a d v 1 + hybridLevel a d v (-1) = a + d := by
    unfold hybridLevel
    ring
  have hprod : hybridLevel a d v 1 * hybridLevel a d v (-1) =
      a * d - totalCoupling v := by
    have hq : √(((a - d) / 2) ^ 2 + totalCoupling v) ^ 2 =
        ((a - d) / 2) ^ 2 + totalCoupling v :=
      Real.sq_sqrt (add_nonneg (sq_nonneg _) (totalCoupling_nonneg v))
    unfold hybridLevel
    linear_combination -hq
  have h1 : C (hybridLevel a d v 1 : ℂ) + C (hybridLevel a d v (-1) : ℂ) =
      C (a : ℂ) + C (d : ℂ) := by
    rw [← C_add, ← C_add, ← Complex.ofReal_add, ← Complex.ofReal_add, hsum]
  have h2 : C (hybridLevel a d v 1 : ℂ) * C (hybridLevel a d v (-1) : ℂ) =
      C (a : ℂ) * C (d : ℂ) - C (totalCoupling v : ℂ) := by
    rw [← C_mul, ← C_mul, ← C_sub, ← Complex.ofReal_mul, ← Complex.ofReal_mul,
      ← Complex.ofReal_sub, hprod]
  rw [starHamiltonian_charpoly]
  linear_combination (X - C (d : ℂ)) ^ (Fintype.card n - 1) * (X * h1 - h2)

/-- At fixed site and bath energies, two sets of couplings to the same bath give the same
characteristic polynomial exactly when their total coupling strengths agree. -/
theorem charpoly_eq_iff_totalCoupling_eq [Nonempty n] (a d : ℝ) (v w : n → ℂ) :
    (starHamiltonian a d v).charpoly = (starHamiltonian a d w).charpoly ↔
      totalCoupling v = totalCoupling w := by
  rw [starHamiltonian_charpoly a d v, starHamiltonian_charpoly a d w]
  constructor
  · intro h
    have h' := mul_left_cancel₀ (pow_ne_zero _ (X_sub_C_ne_zero (d : ℂ))) h
    have hC : C (totalCoupling v : ℂ) = C (totalCoupling w : ℂ) := by
      linear_combination -h'
    exact Complex.ofReal_injective (C_injective hC)
  · intro h
    rw [h]

end

end DegenerateBathLevels
```

```lean
#print axioms DegenerateBathLevels.starHamiltonian_isHermitian
#print axioms DegenerateBathLevels.charpoly_eq_effective_level
#print axioms DegenerateBathLevels.charpoly_eq_hybridLevels
#print axioms DegenerateBathLevels.charpoly_eq_iff_totalCoupling_eq
```

```
'DegenerateBathLevels.starHamiltonian_isHermitian' depends on axioms: [propext, Classical.choice, Quot.sound]
'DegenerateBathLevels.charpoly_eq_effective_level' depends on axioms: [propext, Classical.choice, Quot.sound]
'DegenerateBathLevels.charpoly_eq_hybridLevels' depends on axioms: [propext, Classical.choice, Quot.sound]
'DegenerateBathLevels.charpoly_eq_iff_totalCoupling_eq' depends on axioms: [propext, Classical.choice, Quot.sound]
```

## How the proof follows the derivation

`starHamiltonian_isHermitian` checks the blocks of $H$. `det_arrowMatrix_mul` is the elimination identity over any commutative ring: `h` is the matrix product, and the determinant rules for block triangular matrices do the rest. No bath block is inverted, so the identity can be used directly with polynomial entries.

In `starHamiltonian_charpoly`, `hM` identifies $x-H$ as an arrow matrix and `hs` evaluates the coupling sum as $G$. Non-emptiness lets $N$ be written as $m+1$, and `mul_right_cancel₀` reduces the goal to the identity multiplied by $x-d$.

`charpoly_eq_effective_level` applies this theorem to both baths, after checking that the single coupling $\sqrt G$ has total strength $G$. In `charpoly_eq_hybridLevels`, `hsum` and `hprod` are the sum and product of $E_\pm$, which `linear_combination` inserts into the quadratic. `charpoly_eq_iff_totalCoupling_eq` cancels the common power with `mul_left_cancel₀` and then reads off the equality of the two constants.
